# With Biquadratic Exchange, Total-Energy and Small-Rotation Estimates Differ by 2K

Let two classical unit spins at relative angle $t$ have the energy

$$E(t) = E_0 + J\cos t + K\cos^2 t ,$$

with bilinear exchange $J$, biquadratic exchange $K$ and a constant $E_0$. Half the energy difference between the parallel and antiparallel states, $(E(0)-E(\pi))/2$, equals $J$. Minus the curvature at the parallel state, $-E''(0)$, equals $J+2K$. The two estimates agree exactly when $K=0$, and $K=(E(0)+E(\pi))/2-E(\pi/2)$. In this sign convention, positive $J$ puts the antiparallel state below the parallel one.

For electronic structure, this means that exchange constants from collinear total energies and from infinitesimal rotations can differ even when both are computed exactly, here within a model of one isolated classical pair.

## Energies and curvatures by hand

The cosine is $1$, $0$ and $-1$ at the angles $0$, $\pi/2$ and $\pi$, so

$$E(0)=E_0+J+K,\qquad E(\pi/2)=E_0,\qquad E(\pi)=E_0-J+K .$$

Half the difference of the outer two is $J$, because $K$ cancels. Half their sum is $E_0+K$, and subtracting $E(\pi/2)$ leaves $K$.

For the curvature, write $E(t)=p(\cos t)$ with a polynomial $p(x)$; here $p(x)=E_0+Jx+Kx^2$. The chain rule, followed by the product rule, gives

$$E'(t)=-p'(\cos t)\sin t,\qquad E''(t)=p''(\cos t)\sin^2 t-p'(\cos t)\cos t .$$

At $t=0$ the sine vanishes and $-E''(0)=p'(1)$. Since $p'(x)=J+2Kx$, this is $J+2K$. Equating it with $J$ gives $2K=0$.

For general $p$, the total-energy estimate is $(p(1)-p(-1))/2$, the mean slope of $p$ over $[-1,1]$, while the small-rotation estimate is the slope at the end point $x=1$. For a straight line these coincide. The opposite extreme is $J=0$: total energies then give zero exchange, while small rotations give $2K$.

In a calculation, the formula for $K$ uses three total energies, at relative spin angles of $0$, $90$ and $180$ degrees. When $J\neq 0$ and the spin directions are free to relax self-consistently, the state at $90$ degrees has to be held by a constraint, since the slope $E'(\pi/2)=-J$ is then not zero. The curvature can be estimated from one small rotation $h$ in radians, which in general also has to be held by a constraint: since $E$ is even in $t$, $-E''(0)\approx 2(E(0)-E(h))/h^2$. In a crystal, the contributions of other neighbours must first be separated from the pair energy.

## An isotropic pair energy as a polynomial

In Lean 4 with Mathlib:

```lean
import Mathlib

open Polynomial
open scoped Real

namespace ExchangeMapping

noncomputable section
```

The energy depends on the spins only through their dot product. This isotropy leaves out single-ion anisotropy and Dzyaloshinskii–Moriya exchange. The type `ℝ[X]` is that of real polynomials, and `Fin 3 → ℝ` is a vector with three real components.

```lean
/-- The polynomial `p` evaluated at the dot product of `u` and `v`. For unit vectors `u` and `v`
this is an isotropic energy of two classical spins. -/
def pairEnergy (p : ℝ[X]) (u v : Fin 3 → ℝ) : ℝ := p.eval (u ⬝ᵥ v)
```

`pairEnergy` accepts vectors of any length; the unit length comes from the next definition, since $\sin^2 t+\cos^2 t=1$. Fixed moment lengths are thus absorbed into the coefficients.

```lean
/-- The unit spin direction in the xz plane at angle `t` from the z axis. -/
def spinDir (t : ℝ) : Fin 3 → ℝ := ![Real.sin t, 0, Real.cos t]
```

One spin stays along $z$ while the other turns in the $xz$ plane.

```lean
/-- Energy of the pair when one spin stays along z and the other is rotated by `t`. -/
def rotEnergy (p : ℝ[X]) (t : ℝ) : ℝ := pairEnergy p (spinDir 0) (spinDir t)
```

The biquadratic model is a quadratic polynomial whose coefficients do not depend on the angle. This is an idealisation: in a real material the size of the moments may change as they rotate.

```lean
/-- Bilinear exchange `J` and biquadratic exchange `K` on top of a constant `E0`,
as a polynomial in the dot product of the spins. -/
def biquadratic (E0 J K : ℝ) : ℝ[X] := C E0 + C J * X + C K * X ^ 2
```

Both estimates are defined for an arbitrary energy curve, so neither has the model built into it.

```lean
/-- Exchange estimate from total energies: half the difference between the energies at
angles `0` and `π`. -/
def totalEnergyEstimate (E : ℝ → ℝ) : ℝ := (E 0 - E π) / 2
```

The second estimate uses the actual second derivative, with angles in radians.

```lean
/-- Exchange estimate from small rotations: minus the curvature of the energy at
angle `0`. -/
def smallRotationEstimate (E : ℝ → ℝ) : ℝ := -deriv (deriv E) 0
```

## Derivatives with respect to the rotation angle

Expanding the dot product of $(0,0,1)$ and $(\sin t,0,\cos t)$ leaves $\cos t$, which gives $E(t)=p(\cos t)$.

```lean
/-- The energy of the rotated pair is the polynomial `p` evaluated at `cos t`. -/
theorem rotEnergy_eq (p : ℝ[X]) (t : ℝ) : rotEnergy p t = p.eval (Real.cos t) := by
  simp [rotEnergy, pairEnergy, spinDir, dotProduct, Fin.sum_univ_succ]
```

The first derivative composes the derivative of a polynomial with that of the cosine. `HasDerivAt` states that the derivative exists and has the given value, and `ring` brings the chain-rule expression into the form used above.

```lean
/-- The first derivative of the pair energy with respect to the rotation angle. -/
theorem hasDerivAt_rotEnergy (p : ℝ[X]) (t : ℝ) :
    HasDerivAt (rotEnergy p) (-(p.derivative.eval (Real.cos t) * Real.sin t)) t := by
  have e : rotEnergy p = fun s => p.eval (Real.cos s) := funext (rotEnergy_eq p)
  have h := (p.hasDerivAt (Real.cos t)).comp t (Real.hasDerivAt_cos t)
  rw [e]
  exact h.congr_deriv (by ring)
```

For the second derivative, the proof first identifies `deriv (rotEnergy p)` with the formula just found, at every angle. It then differentiates $p'(\cos t)$ by the chain rule and its product with $\sin t$ by the product rule.

```lean
/-- The second derivative of the pair energy with respect to the rotation angle. -/
theorem hasDerivAt_deriv_rotEnergy (p : ℝ[X]) (t : ℝ) :
    HasDerivAt (deriv (rotEnergy p))
      (p.derivative.derivative.eval (Real.cos t) * Real.sin t ^ 2
        - p.derivative.eval (Real.cos t) * Real.cos t) t := by
  have e : deriv (rotEnergy p)
      = fun s => -(p.derivative.eval (Real.cos s) * Real.sin s) :=
    funext fun s => (hasDerivAt_rotEnergy p s).deriv
  -- chain rule for the polynomial factor, then the product rule
  have h := (p.derivative.hasDerivAt (Real.cos t)).comp t (Real.hasDerivAt_cos t)
  have h2 := (h.mul (Real.hasDerivAt_sin t)).neg
  rw [e]
  exact h2.congr_deriv (by simp only [Function.comp_apply]; ring)
```

Substituting the end points gives both estimates for every polynomial $p$. The first part needs only $\cos 0=1$ and $\cos\pi=-1$; the second sets $t=0$ in the formula for $E''$.

```lean
/-- For any isotropic polynomial energy `p`, total energies give `(p(1) - p(-1)) / 2`,
while small rotations give the slope `p'(1)`. -/
theorem estimates_general (p : ℝ[X]) :
    totalEnergyEstimate (rotEnergy p) = (p.eval 1 - p.eval (-1)) / 2 ∧
    smallRotationEstimate (rotEnergy p) = p.derivative.eval 1 := by
  constructor
  · simp only [totalEnergyEstimate, rotEnergy_eq, Real.cos_zero, Real.cos_pi]
  · rw [smallRotationEstimate, (hasDerivAt_deriv_rotEnergy p 0).deriv,
      Real.cos_zero, Real.sin_zero]
    ring
```

## The biquadratic pair

The next lemma supplies $p(x)$ and $p'(x)$ for the biquadratic polynomial.

```lean
/-- The biquadratic energy and its slope as functions of the dot product `x`. -/
theorem biquadratic_eval (E0 J K x : ℝ) :
    (biquadratic E0 J K).eval x = E0 + J * x + K * x ^ 2 ∧
    (biquadratic E0 J K).derivative.eval x = J + 2 * K * x := by
  constructor
  · simp [biquadratic]
  · simp [biquadratic]
    ring
```

The main theorem holds for all real $E_0$, $J$ and $K$, of either sign. Its five parts are the energy curve, the two estimates, the criterion for their agreement, and the formula for $K$. In the proof, `hE` is the energy curve, `hT` evaluates it at $0$ and $\pi$, and `hS` takes the slope $p'(1)$ from the general result. With both values inserted, the criterion reads $J=J+2K$ if and only if $K=0$, which `linarith` settles in each direction.

```lean
/-- With biquadratic exchange, total energies give `J` and small rotations give `J + 2K`;
the two estimates agree exactly when `K = 0`, and `K` follows from the energies at
angles `0`, `π/2` and `π`. -/
theorem biquadratic_exchange_mapping (E0 J K : ℝ) :
    let E := rotEnergy (biquadratic E0 J K)
    (∀ t, E t = E0 + J * Real.cos t + K * Real.cos t ^ 2) ∧
    totalEnergyEstimate E = J ∧
    smallRotationEstimate E = J + 2 * K ∧
    (totalEnergyEstimate E = smallRotationEstimate E ↔ K = 0) ∧
    K = (E 0 + E π) / 2 - E (π / 2) := by
  intro E
  have hE : ∀ t, E t = E0 + J * Real.cos t + K * Real.cos t ^ 2 := fun t =>
    (rotEnergy_eq _ t).trans (biquadratic_eval E0 J K _).1
  have hT : totalEnergyEstimate E = J := by
    rw [totalEnergyEstimate, hE, hE, Real.cos_zero, Real.cos_pi]
    ring
  have hS : smallRotationEstimate E = J + 2 * K := by
    refine (estimates_general _).2.trans ?_
    rw [(biquadratic_eval E0 J K 1).2]
    ring
  refine ⟨hE, hT, hS, ?_, ?_⟩
  · rw [hT, hS]
    constructor <;> intro h <;> linarith
  · rw [hE, hE, hE, Real.cos_zero, Real.cos_pi, Real.cos_pi_div_two]
    ring
```

## Two curvatures, and a bicubic term

Curvatures alone also determine both constants, for example when they are taken at the two collinear states. At $t=\pi$ the general formula gives $E''(\pi)=p'(-1)=J-2K$, while $E''(0)=-(J+2K)$. Their difference is $E''(\pi)-E''(0)=2J$ and their sum is $-4K$. The proof computes the two curvatures as `hpi` and `h0`, inserts them into the formulas for $J$ and $K$, and checks these with `ring`.

```lean
/-- The curvatures at angles `0` and `π` together determine both `J` and `K`. -/
theorem exchange_from_two_curvatures (E0 J K : ℝ) :
    let E := rotEnergy (biquadratic E0 J K)
    J = (deriv (deriv E) π - deriv (deriv E) 0) / 2 ∧
    K = -(deriv (deriv E) π + deriv (deriv E) 0) / 4 := by
  intro E
  have h0 : deriv (deriv E) 0 = -(J + 2 * K) := by
    refine (hasDerivAt_deriv_rotEnergy _ 0).deriv.trans ?_
    rw [Real.cos_zero, Real.sin_zero, (biquadratic_eval E0 J K 1).2]
    ring
  have hpi : deriv (deriv E) π = J - 2 * K := by
    refine (hasDerivAt_deriv_rotEnergy _ π).deriv.trans ?_
    rw [Real.cos_pi, Real.sin_pi, (biquadratic_eval E0 J K (-1)).2]
    ring
  rw [h0, hpi]
  constructor <;> ring
```

The criterion $K=0$ belongs to the biquadratic model. With an added term $L\cos^3 t$, the total-energy estimate becomes $J+L$ and the small-rotation estimate becomes $J+2K+3L$. They are equal exactly when $2K+2L=0$, that is, when $K=-L$. Agreement between the two estimates therefore does not by itself show that the exchange is purely bilinear: a biquadratic and a bicubic term can compensate each other.

The proof follows the same route: `hT` evaluates the polynomial at $1$ and $-1$, `hL` gives the slope $3L$ of the cubic term at $1$, and `hS` adds it to the biquadratic slope.

```lean
/-- With an additional bicubic term of strength `L`, the total-energy and small-rotation
estimates agree exactly when `K = -L`. -/
theorem bicubic_agreement (E0 J K L : ℝ) :
    let E := rotEnergy (biquadratic E0 J K + C L * X ^ 3)
    totalEnergyEstimate E = smallRotationEstimate E ↔ K = -L := by
  intro E
  have hT : totalEnergyEstimate E = J + L := by
    refine (estimates_general _).1.trans ?_
    rw [eval_add, eval_add, (biquadratic_eval E0 J K 1).1,
      (biquadratic_eval E0 J K (-1)).1]
    simp only [eval_mul, eval_C, eval_pow, eval_X]
    ring
  have hL : (derivative (C L * X ^ 3 : ℝ[X])).eval 1 = 3 * L := by
    simp
    ring
  have hS : smallRotationEstimate E = J + 2 * K + 3 * L := by
    refine (estimates_general _).2.trans ?_
    rw [derivative_add, eval_add, (biquadratic_eval E0 J K 1).2, hL]
    ring
  rw [hT, hS]
  constructor <;> intro h <;> linarith

end

end ExchangeMapping
```

```lean
#print axioms ExchangeMapping.biquadratic_exchange_mapping
#print axioms ExchangeMapping.exchange_from_two_curvatures
#print axioms ExchangeMapping.bicubic_agreement
```

```
'ExchangeMapping.biquadratic_exchange_mapping' depends on axioms: [propext, Classical.choice, Quot.sound]
'ExchangeMapping.exchange_from_two_curvatures' depends on axioms: [propext, Classical.choice, Quot.sound]
'ExchangeMapping.bicubic_agreement' depends on axioms: [propext, Classical.choice, Quot.sound]
```
